# Closed form and temperature dependence of the shielding coefficient of a square-well gas with \(r^{-6}\) pair shielding

In a dilute gas, the NMR shielding of a nucleus changes with density because its molecule spends part of its time close to others. To first order in the number density \(\rho\), the shielding is \(\sigma = \sigma_0 + B\rho\), where \(\sigma_0\) belongs to the isolated molecule and \(B\) measures the effect of one neighbour, averaged over its position. At a given density, molecules that attract each other are more likely to be found close together when the gas is cold, so \(B\) depends on the temperature \(T\). How it does so can be worked out exactly for a simple pair potential.

Let \(r\) be the distance between two molecules. They cannot approach closer than the hard-core diameter \(d>0\). Outside the core the potential is

\[
V(r)=\begin{cases}-\varepsilon, & d<r\le Ld,\\ 0, & r>Ld,\end{cases}
\]

with depth \(\varepsilon\) and range ratio \(L>1\). A neighbour at distance \(r\) changes the shielding by \(-A(d/r)^6\). The constant \(A\) is the size of this change at contact; for \(A>0\) the neighbour deshields the nucleus, with the distance dependence expected from fluctuating dipole fields. With Boltzmann's constant \(k\), the coefficient is

\[
B(T)=\int_d^\infty 4\pi r^2\left[-A\left(\frac dr\right)^6\right]e^{-V(r)/kT}\,dr .
\]

In Lean all these quantities are real numbers, with no units attached.

```lean
import Mathlib

open MeasureTheory Set Filter Topology

namespace SquareWellShielding

noncomputable section
```

The potential is `wellPotential`. Its formula also returns \(-\varepsilon\) inside the core, but those distances are never used: the Boltzmann factor of a hard core is zero, and this enters as the lower limit of the integral.

```lean
/-- The square-well pair potential outside the hard core: `-ε` up to the distance `L * d`,
and zero beyond it. -/
def wellPotential (d L ε r : ℝ) : ℝ := if r ≤ L * d then -ε else 0
```

The shielding law is assumed, and is taken to hold all the way down to contact. It depends on distance only, so orientation has been averaged away.

```lean
/-- The pair shielding `-A (d/r)^6` at separation `r`. -/
def pairShielding (A d r : ℝ) : ℝ := -A * (d / r) ^ 6
```

The integrand combines the spherical shell, the pair shielding and the classical Boltzmann factor.

```lean
/-- The pair shielding at separation `r`, weighted by the spherical shell `4 π r²` and the
Boltzmann factor at temperature `T`. -/
def shieldingIntegrand (k A d L ε T r : ℝ) : ℝ :=
  4 * Real.pi * r ^ 2 * pairShielding A d r * Real.exp (-wellPotential d L ε r / (k * T))
```

The coefficient \(B(T)\) is `shieldingVirial k A d L ε T`, a Lebesgue integral over `Ioi d`, the open half-line \(r>d\). The density expansion that gives \(B\) its meaning is taken as the starting point and is not derived. Three-body effects and the temperature dependence of \(\sigma_0\) are left out, and so is the bulk magnetic susceptibility of the sample, which can also contribute to a measured density slope.

```lean
/-- The shielding coefficient of the gas: the weighted pair shielding integrated over all
separations outside the hard core. -/
def shieldingVirial (k A d L ε T : ℝ) : ℝ :=
  ∫ r in Ioi d, shieldingIntegrand k A d L ε T r
```

## (a) The tail of an inverse fourth power

Show that \(r^{-4}\) is integrable beyond any distance \(c>0\), and that

\[
\int_c^\infty \frac{dr}{r^4}=\frac1{3c^3}.
\]

An antiderivative is \(-1/(3r^3)\). Up to a finite distance \(R>c\) the integral is therefore

\[
\int_c^R\frac{dr}{r^4}=\frac1{3c^3}-\frac1{3R^3}.
\]

The integrand is positive and the right-hand side has a finite limit as \(R\to\infty\), which gives both claims.

The Lean theorem states integrability and the value together. Mathlib has the corresponding results for real exponents, so the proof first shows, in `e`, that `r ^ (-4 : ℝ)` and `(r ^ 4)⁻¹` agree for \(r>c\). It then applies `integrableOn_Ioi_rpow_of_lt` and `integral_Ioi_rpow_of_lt`.

```lean
/-- The function `r⁻⁴` is integrable beyond any distance `c > 0`, with integral `1/(3c³)`. -/
theorem inverse_fourth_tail {c : ℝ} (hc : 0 < c) :
    IntegrableOn (fun r : ℝ => (r ^ 4)⁻¹) (Ioi c) ∧
      ∫ r in Ioi c, (r ^ 4)⁻¹ = 1 / (3 * c ^ 3) := by
  have e : EqOn (fun r : ℝ => r ^ (-4 : ℝ)) (fun r : ℝ => (r ^ 4)⁻¹) (Ioi c) := by
    intro r hr
    have hr0 : 0 < r := lt_trans hc hr
    change r ^ (-4 : ℝ) = (r ^ 4)⁻¹
    rw [show (-4 : ℝ) = -((4 : ℕ) : ℝ) by norm_num, Real.rpow_neg hr0.le, Real.rpow_natCast]
  constructor
  · exact (integrableOn_Ioi_rpow_of_lt (by norm_num) hc).congr_fun e measurableSet_Ioi
  · refine (setIntegral_congr_fun measurableSet_Ioi e).symm.trans ?_
    change (∫ r in Ioi c, r ^ (-4 : ℝ)) = _
    have h3 : c ^ ((-4 : ℝ) + 1) = (c ^ 3)⁻¹ := by
      rw [show (-4 : ℝ) + 1 = -((3 : ℕ) : ℝ) by norm_num, Real.rpow_neg hc.le,
        Real.rpow_natCast]
    rw [integral_Ioi_rpow_of_lt (by norm_num) hc, h3]
    ring
```

## (b) Pair shielding on a spherical shell

Show that for \(r\neq0\) the shell factor and the pair shielding combine to

\[
4\pi r^2\left[-A\left(\frac dr\right)^6\right]=-\frac{4\pi A d^6}{r^4}.
\]

Write \((d/r)^6=d^6/r^6\) and cancel \(r^2\) against two of the six powers in the denominator. The shell grows as \(r^2\), the shielding falls as \(r^{-6}\), and what remains is the power treated in (a).

In Lean, `unfold` inserts the definition of the pair shielding and `field_simp` does the cancellation, using \(r\ne0\).

```lean
/-- The pair shielding weighted by the spherical shell falls off as `r⁻⁴`. -/
theorem shell_weighted_shielding (A d : ℝ) {r : ℝ} (hr : r ≠ 0) :
    4 * Real.pi * r ^ 2 * pairShielding A d r = -(4 * Real.pi * A * d ^ 6) * (r ^ 4)⁻¹ := by
  unfold pairShielding
  field_simp
```

## (c) The integral across the well edge

Show that for \(d>0\) and \(L>1\) the integral for \(B(T)\) converges and equals

\[
B(T)=-\frac{4\pi A d^3}{3}\left[e^{\varepsilon/kT}\left(1-\frac1{L^3}\right)+\frac1{L^3}\right].
\]

Split the range at \(r=Ld\). Inside the well the Boltzmann factor is the constant \(e^{\varepsilon/kT}\); beyond it the factor is 1. By (b),

\[
B(T)=-4\pi A d^6\left[e^{\varepsilon/kT}\int_d^{Ld}\frac{dr}{r^4}+\int_{Ld}^\infty\frac{dr}{r^4}\right].
\]

Part (a) with \(c=Ld\) gives the second integral, \(1/(3L^3d^3)\). The first is a difference of two tails:

\[
\int_d^{Ld}\frac{dr}{r^4}=\frac1{3d^3}-\frac1{3L^3d^3}=\frac1{3d^3}\left(1-\frac1{L^3}\right).
\]

Inserting both and taking out \(1/(3d^3)\) gives the stated formula. Each part of the range contributes a constant times an integrable function, so the whole integrand is integrable.

The Lean proof follows the same split. `v3` is the difference of tails, `ein` and `eout` give the integrand inside and beyond the well, and `jin` and `jout` give integrability there. The lemma `setIntegral_union` joins the two regions. For the last algebraic step, the exponential is replaced by a plain symbol `x`.

No sign is required of \(A\), \(\varepsilon\), \(k\) or \(T\). The physical reading needs \(k,T>0\); at \(T=0\) Lean sets the quotient \(\varepsilon/(kT)\) to zero, and the formula there says nothing about a cold gas.

```lean
/-- The weighted pair shielding is integrable outside the core, and its integral is
`-(4πAd³/3) (exp(ε/kT) (1 - L⁻³) + L⁻³)`. -/
theorem shieldingVirial_eq (k A ε T : ℝ) {d L : ℝ} (hd : 0 < d) (hL : 1 < L) :
    IntegrableOn (shieldingIntegrand k A d L ε T) (Ioi d) ∧
      shieldingVirial k A d L ε T = -(4 * Real.pi * A * d ^ 3 / 3) *
        (Real.exp (ε / (k * T)) * (1 - 1 / L ^ 3) + 1 / L ^ 3) := by
  have hL0 : 0 < L := by linarith
  have hLd : 0 < L * d := mul_pos hL0 hd
  have hle : d ≤ L * d := by nlinarith
  obtain ⟨i1, v1⟩ := inverse_fourth_tail hd
  obtain ⟨i2, v2⟩ := inverse_fourth_tail hLd
  have i3 : IntegrableOn (fun r : ℝ => (r ^ 4)⁻¹) (Ioc d (L * d)) :=
    i1.mono_set Ioc_subset_Ioi_self
  -- the integral of r⁻⁴ over the well is a difference of two tails
  have v3 : ∫ r in Ioc d (L * d), (r ^ 4)⁻¹ = 1 / (3 * d ^ 3) - 1 / (3 * (L * d) ^ 3) := by
    have h := setIntegral_union (Ioc_disjoint_Ioi (le_refl (L * d))) measurableSet_Ioi i3 i2
    rw [Ioc_union_Ioi_eq_Ioi hle, v1, v2] at h
    linarith
  -- the integrand inside and beyond the well
  have ein : EqOn (shieldingIntegrand k A d L ε T)
      (fun r => (-(4 * Real.pi * A * d ^ 6) * Real.exp (ε / (k * T))) * (r ^ 4)⁻¹)
      (Ioc d (L * d)) := by
    intro r hr
    have hr0 : r ≠ 0 := (lt_trans hd hr.1).ne'
    simp only [shieldingIntegrand, wellPotential]
    rw [shell_weighted_shielding A d hr0, if_pos hr.2, neg_neg]
    ring
  have eout : EqOn (shieldingIntegrand k A d L ε T)
      (fun r => -(4 * Real.pi * A * d ^ 6) * (r ^ 4)⁻¹) (Ioi (L * d)) := by
    intro r hr
    have hr0 : r ≠ 0 := (lt_trans hLd hr).ne'
    simp only [shieldingIntegrand, wellPotential]
    rw [shell_weighted_shielding A d hr0, if_neg (not_le_of_gt hr), neg_zero, zero_div,
      Real.exp_zero, mul_one]
  have jin : IntegrableOn (shieldingIntegrand k A d L ε T) (Ioc d (L * d)) :=
    IntegrableOn.congr_fun (Integrable.const_mul i3 _) ein.symm measurableSet_Ioc
  have jout : IntegrableOn (shieldingIntegrand k A d L ε T) (Ioi (L * d)) :=
    IntegrableOn.congr_fun (Integrable.const_mul i2 _) eout.symm measurableSet_Ioi
  constructor
  · rw [← Ioc_union_Ioi_eq_Ioi hle]
    exact jin.union jout
  · have h := setIntegral_union (Ioc_disjoint_Ioi (le_refl (L * d))) measurableSet_Ioi jin jout
    rw [Ioc_union_Ioi_eq_Ioi hle, setIntegral_congr_fun measurableSet_Ioc ein,
      setIntegral_congr_fun measurableSet_Ioi eout, integral_const_mul, integral_const_mul,
      v3, v2] at h
    refine h.trans ?_
    generalize Real.exp (ε / (k * T)) = x
    field_simp
    ring
```

## (d) Sign and direction of change

Now let \(k\), \(A\) and \(\varepsilon\) be positive as well. Show that \(B(T)<0\), and that for \(0<T_1<T_2\)

\[
B(T_2)-B(T_1)=\frac{4\pi A d^3}{3}\left(1-\frac1{L^3}\right)\left(e^{\varepsilon/kT_1}-e^{\varepsilon/kT_2}\right)>0 .
\]

Since \(L>1\), we have \(0<1/L^3<1\). Both terms in the bracket of (c) are then positive, and the prefactor is negative, so \(B(T)<0\).

In the difference \(B(T_2)-B(T_1)\) the terms \(1/L^3\) cancel, which leaves the displayed product. Its first two factors are positive. From \(T_1<T_2\) follows \(\varepsilon/kT_1>\varepsilon/kT_2\), and the exponential preserves this order, so the third factor is positive too. Heating makes close pairs less frequent, and the negative coefficient moves towards zero.

The Lean theorem collects convergence, closed form and sign for every real \(T\). It adds `StrictMonoOn ... (Ioi 0)`, which is strict increase on \(T>0\). In the proof, `hc` is the positive prefactor, `hs` is \(1-1/L^3>0\), and `he` compares the two exponentials.

For gas-phase NMR this means that, in this classical pair model, a density slope measured at one temperature does not carry over unchanged to another when shieldings are extrapolated to the isolated molecule.

```lean
/-- For an attractive well and `A > 0` the shielding integral converges, has the stated closed form
and is negative for every `T`, and it increases strictly with temperature on `T > 0`. -/
theorem squareWell_shielding {k A d L ε : ℝ} (hk : 0 < k) (hA : 0 < A) (hd : 0 < d)
    (hL : 1 < L) (hε : 0 < ε) :
    (∀ T, IntegrableOn (shieldingIntegrand k A d L ε T) (Ioi d) ∧
      shieldingVirial k A d L ε T = -(4 * Real.pi * A * d ^ 3 / 3) *
        (Real.exp (ε / (k * T)) * (1 - 1 / L ^ 3) + 1 / L ^ 3) ∧
      shieldingVirial k A d L ε T < 0) ∧
    StrictMonoOn (shieldingVirial k A d L ε) (Ioi 0) := by
  have hL0 : 0 < L := by linarith
  have hc : 0 < 4 * Real.pi * A * d ^ 3 / 3 := by positivity
  have hp : 0 < 1 / L ^ 3 := by positivity
  have hs : 0 < 1 - 1 / L ^ 3 := by
    rw [sub_pos, div_lt_one (by positivity)]
    exact one_lt_pow₀ hL (by norm_num)
  constructor
  · intro T
    obtain ⟨hi, hv⟩ := shieldingVirial_eq k A ε T hd hL
    refine ⟨hi, hv, ?_⟩
    rw [hv]
    have := mul_pos hc (add_pos (mul_pos (Real.exp_pos (ε / (k * T))) hs) hp)
    linarith
  · intro T₁ h₁ T₂ _ h
    -- heating weakens the Boltzmann enhancement in the well
    have he : Real.exp (ε / (k * T₂)) < Real.exp (ε / (k * T₁)) :=
      Real.exp_lt_exp.2 (div_lt_div_of_pos_left hε (mul_pos hk h₁)
        (mul_lt_mul_of_pos_left h hk))
    rw [(shieldingVirial_eq k A ε T₁ hd hL).2, (shieldingVirial_eq k A ε T₂ hd hL).2]
    have := mul_pos (mul_pos hc hs) (sub_pos.2 he)
    linarith
```

## (e) The slope in temperature

Show that for \(T>0\)

\[
\frac{dB}{dT}=\frac{4\pi A d^3}{3}\left(1-\frac1{L^3}\right)\frac{\varepsilon}{kT^2}\,e^{\varepsilon/kT}.
\]

Only the exponential in (c) depends on \(T\), and by the chain rule

\[
\frac{d}{dT}e^{\varepsilon/kT}=-\frac{\varepsilon}{kT^2}e^{\varepsilon/kT}.
\]

The minus sign cancels the one in the prefactor. For positive \(k\), \(A\) and \(\varepsilon\), both \(1/T^2\) and the exponential fall as \(T\) rises, so the coefficient changes fastest in the cold gas.

`HasDerivAt` states that \(B\) is differentiable at \(T\) with this derivative. The proof replaces \(B\) by its closed form, writes the exponent as `ε / k * T⁻¹`, and builds the derivative up from `hasDerivAt_inv`.

```lean
/-- The temperature derivative of the shielding coefficient is
`(4πAd³/3) (1 - L⁻³) (ε/(kT²)) exp(ε/kT)`. -/
theorem shieldingVirial_hasDerivAt (k A ε : ℝ) {d L T : ℝ} (hd : 0 < d) (hL : 1 < L)
    (hT : 0 < T) :
    HasDerivAt (shieldingVirial k A d L ε)
      (4 * Real.pi * A * d ^ 3 / 3 * (1 - 1 / L ^ 3) * (ε / (k * T ^ 2)) *
        Real.exp (ε / (k * T))) T := by
  have hf : shieldingVirial k A d L ε = fun T => -(4 * Real.pi * A * d ^ 3 / 3) *
      (Real.exp (ε / k * T⁻¹) * (1 - 1 / L ^ 3) + 1 / L ^ 3) := by
    funext t
    rw [(shieldingVirial_eq k A ε t hd hL).2, show ε / (k * t) = ε / k * t⁻¹ by ring]
  rw [hf, show ε / (k * T) = ε / k * T⁻¹ by ring]
  have h := (((((hasDerivAt_inv hT.ne').const_mul (ε / k)).exp).mul_const
    (1 - 1 / L ^ 3)).add_const (1 / L ^ 3)).const_mul (-(4 * Real.pi * A * d ^ 3 / 3))
  exact h.congr_deriv (by ring)
```

## (f) The hot gas

Show that for \(k>0\)

\[
\lim_{T\to\infty}B(T)=-\frac{4\pi A d^3}{3}.
\]

As \(T\) grows, \(\varepsilon/kT\to0\) and \(e^{\varepsilon/kT}\to1\). The bracket in (c) tends to \((1-1/L^3)+1/L^3=1\), and the well range \(L\) drops out. The limit is the coefficient of hard spheres with the same pair shielding and no well.

In Lean, `h0` and `h1` are the limits of the exponent and the exponential, and `h2` carries them through the closed form.

```lean
/-- As the temperature grows without bound, the shielding coefficient tends to `-4πAd³/3`. -/
theorem shieldingVirial_highTemperature (A ε : ℝ) {k d L : ℝ} (hk : 0 < k) (hd : 0 < d)
    (hL : 1 < L) :
    Tendsto (shieldingVirial k A d L ε) atTop (𝓝 (-(4 * Real.pi * A * d ^ 3 / 3))) := by
  have h0 : Tendsto (fun T : ℝ => ε / (k * T)) atTop (𝓝 0) :=
    Tendsto.div_atTop tendsto_const_nhds (Tendsto.const_mul_atTop hk tendsto_id)
  have h1 : Tendsto (fun T : ℝ => Real.exp (ε / (k * T))) atTop (𝓝 1) := by
    have h := (Real.continuous_exp.tendsto 0).comp h0
    rw [Real.exp_zero] at h
    exact h
  have h2 := ((h1.mul_const (1 - 1 / L ^ 3)).add_const (1 / L ^ 3)).const_mul
    (-(4 * Real.pi * A * d ^ 3 / 3))
  rw [one_mul, sub_add_cancel, mul_one] at h2
  exact h2.congr (fun T => (shieldingVirial_eq k A ε T hd hL).2.symm)
```

## (g) The effect of the well at finite temperature

With \(k\), \(A\), \(\varepsilon\) and \(T\) positive, show that the coefficient lies strictly below its high-temperature limit:

\[
B(T)+\frac{4\pi A d^3}{3}=-\frac{4\pi A d^3}{3}\left(1-\frac1{L^3}\right)\left(e^{\varepsilon/kT}-1\right)<0 .
\]

Subtract the limit in (f) from the closed form in (c) and collect terms. Since \(\varepsilon/kT>0\), the exponential exceeds 1, and the right-hand side is negative. For \(L=3/2\) and \(kT=\varepsilon\), the bracket in (c) is about 2.21, so the well more than doubles the coefficient in magnitude.

The Lean theorem states the inequality. Its proof multiplies the same three positive factors: `hc`, `hs`, and the difference obtained from `he`.

```lean
/-- For `A > 0`, at every temperature `T > 0` an attractive well makes the shielding coefficient
strictly more negative than `-4πAd³/3`. -/
theorem shieldingVirial_lt_limit {k A d L ε T : ℝ} (hk : 0 < k) (hA : 0 < A) (hd : 0 < d)
    (hL : 1 < L) (hε : 0 < ε) (hT : 0 < T) :
    shieldingVirial k A d L ε T < -(4 * Real.pi * A * d ^ 3 / 3) := by
  have hL0 : 0 < L := by linarith
  have hc : 0 < 4 * Real.pi * A * d ^ 3 / 3 := by positivity
  have hs : 0 < 1 - 1 / L ^ 3 := by
    rw [sub_pos, div_lt_one (by positivity)]
    exact one_lt_pow₀ hL (by norm_num)
  have he : 1 < Real.exp (ε / (k * T)) := Real.one_lt_exp_iff.2 (by positivity)
  rw [(shieldingVirial_eq k A ε T hd hL).2]
  have := mul_pos (mul_pos hc hs) (sub_pos.2 he)
  linarith

end

end SquareWellShielding
```

```lean
#print axioms SquareWellShielding.squareWell_shielding
#print axioms SquareWellShielding.shieldingVirial_hasDerivAt
#print axioms SquareWellShielding.shieldingVirial_highTemperature
#print axioms SquareWellShielding.shieldingVirial_lt_limit
```

```
'SquareWellShielding.squareWell_shielding' depends on axioms: [propext, Classical.choice, Quot.sound]
'SquareWellShielding.shieldingVirial_hasDerivAt' depends on axioms: [propext, Classical.choice, Quot.sound]
'SquareWellShielding.shieldingVirial_highTemperature' depends on axioms: [propext, Classical.choice, Quot.sound]
'SquareWellShielding.shieldingVirial_lt_limit' depends on axioms: [propext, Classical.choice, Quot.sound]
```

## A vanishing well and other powers of distance

The condition \(\varepsilon>0\) matters in (d) and (g). For \(\varepsilon=0\) the closed form gives \(B(T)=-4\pi A d^3/3\) at every temperature. The coefficient is still negative, but it no longer increases, and it equals its limit instead of lying below it.

The same splitting by hand, which the Lean code carries out only for the sixth power, handles a pair shielding \(-A(d/r)^n\) with \(n>3\):

\[
B(T)=-\frac{4\pi A d^3}{n-3}\left[e^{\varepsilon/kT}\left(1-L^{3-n}\right)+L^{3-n}\right].
\]

For \(n\le3\) and \(A\neq0\) the tail integral diverges.
